# A momentum-space cube of side h ≥ 0 lies between concentric closed balls of radii h/2 and √3 h/2

In three-dimensional momentum space, take the closed cube of side h ≥ 0 centred at zero momentum, that is, the points whose coordinates all have absolute value at most h/2. The lemma says that this cube contains the closed ball of radius h/2 about the origin and is contained in the closed ball of radius √3 h/2. It is a purely geometric statement, with no Hamiltonian or quantum state in it. The attempt proves the first inclusion from the fact that no coordinate exceeds the norm in absolute value. For the second it squares the norm and adds the three coordinate bounds, which requires the identity (√3 h/2)² = 3(h/2)².

The failing Lean file:

```lean
import Mathlib

open MeasureTheory MeasureTheory.Measure Set Filter Metric Topology
open scoped Pointwise Real

namespace CellBetweenBalls

noncomputable section

/-- Momentum space: three-dimensional Euclidean space. -/
abbrev Momentum := EuclideanSpace ℝ (Fin 3)

/-- The cube of side `h` centred at `q = 0`. -/
def cell (h : ℝ) : Set Momentum := {q | ∀ i, |q i| ≤ h / 2}

/-- For `h ≥ 0` the cube of side `h` contains the ball of radius `h/2` and is contained in the
ball of radius `√3 h/2`. -/
theorem cell_between_balls {h : ℝ} (hh : 0 ≤ h) :
    closedBall 0 (h / 2) ⊆ cell h ∧ cell h ⊆ closedBall 0 (√3 * h / 2) := by
  constructor
  · intro q hq i
    rw [mem_closedBall_zero_iff] at hq
    exact (PiLp.norm_apply_le q i).trans hq
  · intro q hq
    have hc : ∀ i, q i ^ 2 ≤ (h / 2) ^ 2 := fun i =>
      sq_le_sq' (abs_le.mp (hq i)).1 (abs_le.mp (hq i)).2
    have h3 : √3 ^ 2 = (3 : ℝ) := Real.sq_sqrt (by norm_num)
    rw [mem_closedBall_zero_iff,
      ← pow_le_pow_iff_left₀ (norm_nonneg q) (by positivity) two_ne_zero,
      EuclideanSpace.norm_sq_eq, Fin.sum_univ_three]
    simp only [Real.norm_eq_abs, sq_abs]
    have h4 : (√3 * h / 2) ^ 2 = 3 * (h / 2) ^ 2 := by
      rw [← h3]
      ring
    rw [h4]
    linarith [hc 0, hc 1, hc 2]

end

end CellBetweenBalls
```

Messages:

```
Try this:
  [apply] ring_nf
  
  The `ring` tactic failed to close the goal. Use `ring_nf` to obtain a normal form.
    
  Note that `ring` works primarily in *commutative* rings. If you have a noncommutative ring, abelian group or module, consider using `noncomm_ring`, `abel` or `module` instead.
Main.lean:32:52: error: unsolved goals
h : ℝ
hh : 0 ≤ h
q : Momentum
hq : q ∈ cell h
hc : ∀ (i : Fin 3), q.ofLp i ^ 2 ≤ (h / 2) ^ 2
h3 : √3 ^ 2 = 3
⊢ √(√3 ^ 2) ^ 2 * h ^ 2 * (1 / 4) = √3 ^ 2 * h ^ 2 * (1 / 4)
```

What went wrong. The error is in the proof of that identity, `h4`. The hypothesis `h3` says `√3 ^ 2 = 3`, and `rw [← h3]` uses it from right to left, replacing every real number `3` in the goal by `√3 ^ 2`. The aim was to change the `3` on the right-hand side, but the `3` under the square root on the left is replaced too, so `√3` there becomes `√(√3 ^ 2)`.

The new goal is still true, but `ring` does not know that a square root squared gives back its argument. It treats `√(√3 ^ 2)` and `√3` as unrelated quantities and cannot close the goal. The first message reports this and suggests `ring_nf`, which would only normalise the expression; the second shows the equation left over.

The repair replaces both lines with `linear_combination (h ^ 2 / 4) * h3`. This rewrites nothing inside the root. The two sides of `h4` differ by exactly `h ^ 2 / 4` times the difference of the two sides of `h3`, and checking that is ordinary algebra with `√3` as a single unknown.

The change, after which it compiles:

```diff
@@ -31,6 +31,5 @@
     simp only [Real.norm_eq_abs, sq_abs]
     have h4 : (√3 * h / 2) ^ 2 = 3 * (h / 2) ^ 2 := by
-      rw [← h3]
-      ring
+      linear_combination (h ^ 2 / 4) * h3
     rw [h4]
     linarith [hc 0, hc 1, hc 2]
```
